# In a bipartite molecular graph with no ring of length divisible by four, every permutation moving each of 2k distinct atoms to a bonded neighbour has sign (−1)^k

The declaration `sign_eq` concerns a molecule as a graph, with atoms as vertices and bonds as edges, which is two-colourable and has no ring whose number of atoms is divisible by four. Choose 2k distinct atoms and permute them so that each goes to an atom bonded to it; the lemma says that this permutation has sign (−1)^k. The proof splits the permutation into cycles and uses `closed_length` to show that each cycle length leaves remainder 2 on division by 4. Since no chosen atom stays fixed, the lengths add up to 2k, and the formula for the sign in terms of cycle lengths then gives the result.

This version doesn't compile in Lean 4 with Mathlib:

```lean
import Mathlib

open Module

namespace SignEq

variable {V : Type*} {G : SimpleGraph V}

/-- The molecular graph `G` has no ring whose number of atoms is divisible by four. -/
def NoFourfoldRing (G : SimpleGraph V) : Prop :=
  ∀ ⦃v : V⦄ (c : G.Walk v v), c.IsCycle → ¬ 4 ∣ c.length

/-- The first `n + 1` atoms of a sequence of successively bonded atoms are, in order, the atoms of a
walk of length `n`, and each bond of the walk joins two consecutive atoms among them. -/
theorem exists_walk (g : ℕ → V) (hg : ∀ i, G.Adj (g i) (g (i + 1))) (n : ℕ) :
    ∃ p : G.Walk (g 0) (g n), p.length = n ∧ p.support = (List.range (n + 1)).map g ∧
      ∀ e ∈ p.edges, ∃ i < n, e = s(g i, g (i + 1)) := by
  induction n with
  | zero => exact ⟨SimpleGraph.Walk.nil, by simp, by simp, by simp⟩
  | succ n ih =>
    obtain ⟨p, hl, hs, he⟩ := ih
    refine ⟨p.concat (hg n), by simp [hl], ?_, ?_⟩
    · simp [SimpleGraph.Walk.support_concat, hs, List.range_succ]
    · intro e h
      simp only [SimpleGraph.Walk.edges_concat, List.concat_eq_append, List.mem_append,
        List.mem_singleton] at h
      rcases h with h | h
      · obtain ⟨i, hi, e'⟩ := he e h
        exact ⟨i, by omega, e'⟩
      · exact ⟨n, by omega, h⟩

/-- In a bipartite graph without rings of length divisible by four, a closed sequence of
`m ≥ 2` distinct, successively bonded atoms has `m ≡ 2` modulo 4. -/
theorem closed_length (hG : G.Colorable 2) (h4 : NoFourfoldRing G) {m : ℕ} (hm : 2 ≤ m)
    (g : ℕ → V) (hg : ∀ i, G.Adj (g i) (g (i + 1))) (hinj : Set.InjOn g (Set.Iio m))
    (hc : g m = g 0) : m % 4 = 2 := by
  obtain ⟨C⟩ := hG
  -- the colour alternates along the sequence, so `m` is even
  have par : ∀ i, ((C (g i)).val + (C (g 0)).val + i) % 2 = 0 := by
    intro i
    induction i with
    | zero => omega
    | succ i ih =>
      have h1 : (C (g i)).val ≠ (C (g (i + 1))).val := fun e => C.valid (hg i) (Fin.ext e)
      have h2 := (C (g i)).isLt
      have h3 := (C (g (i + 1))).isLt
      omega
  have hp := par m
  rw [hc] at hp
  by_contra hne
  have h4m : 4 ∣ m := by omega
  -- otherwise the sequence closes to a forbidden ring
  obtain ⟨n, rfl⟩ : ∃ n, m = n + 1 := ⟨m - 1, by omega⟩
  obtain ⟨p, hl, hs, he⟩ := exists_walk g hg n
  have hadj : G.Adj (g n) (g 0) := by
    have h := hg n
    rwa [hc] at h
  refine h4 (SimpleGraph.Walk.cons hadj p)
    ((SimpleGraph.Walk.cons_isCycle_iff p hadj).2 ⟨?_, ?_⟩) (by simpa [hl] using h4m)
  · rw [SimpleGraph.Walk.isPath_def, hs]
    exact List.Nodup.map_on
      (fun x hx y hy h => hinj (List.mem_range.1 hx) (List.mem_range.1 hy) h)
      (by simp [List.nodup_range])
  · intro h
    obtain ⟨i, hi, e⟩ := he _ h
    rcases Sym2.eq_iff.1 e with ⟨h1, _⟩ | ⟨h1, h2⟩
    · have := hinj (Set.mem_Iio.2 (by omega)) (Set.mem_Iio.2 (by omega)) h1
      omega
    · have e1 := hinj (Set.mem_Iio.2 (by omega)) (Set.mem_Iio.2 (by omega)) h1
      have e2 := hinj (Set.mem_Iio.2 (by omega)) (Set.mem_Iio.2 (by omega)) h2
      omega

/-- In a bipartite graph without rings of length divisible by four, every permutation of `2k`
distinct atoms that moves each atom to a neighbour has the sign `(-1)^k`. -/
theorem sign_eq (hG : G.Colorable 2) (h4 : NoFourfoldRing G) {k : ℕ}
    {a : Fin k ⊕ Fin k → V} (ha : Function.Injective a) (σ : Equiv.Perm (Fin k ⊕ Fin k))
    (hσ : ∀ i, G.Adj (a (σ i)) (a i)) : Equiv.Perm.sign σ = (-1) ^ k := by
  have hmod : ∀ m ∈ σ.cycleType, m % 4 = 2 := by
    intro m hm
    have h2 := Equiv.Perm.two_le_of_mem_cycleType hm
    rw [Equiv.Perm.cycleType_def, Multiset.mem_map] at hm
    obtain ⟨c, hc, rfl⟩ := hm
    obtain ⟨hcyc, hcσ⟩ := Equiv.Perm.mem_cycleFactorsFinset_iff.1 (Finset.mem_val.1 hc)
    obtain ⟨x, hx, -⟩ := id hcyc
    have hord := hcyc.orderOf
    -- follow the orbit of `x` around the cycle `c`
    refine closed_length hG h4 h2 (fun i => a ((c ^ i) x)) ?_ ?_ ?_
    · intro i
      have hs : (c ^ i) x ∈ c.support :=
        Equiv.Perm.pow_apply_mem_support.2 (Equiv.Perm.mem_support.2 hx)
      have h := (hσ ((c ^ i) x)).symm
      rw [← hcσ _ hs] at h
      show G.Adj (a ((c ^ i) x)) (a ((c ^ (i + 1)) x))
      rw [pow_succ', Equiv.Perm.mul_apply]
      exact h
    · intro i hi j hj h
      have h' : (c ^ i) x = (c ^ j) x := ha h
      exact pow_injOn_Iio_orderOf (Set.mem_Iio.2 (by rw [hord]; exact hi))
        (Set.mem_Iio.2 (by rw [hord]; exact hj)) (hcyc.pow_eq_pow_iff.2 ⟨x, hx, h'⟩)
    · show a ((c ^ c.support.card) x) = a ((c ^ 0) x)
      rw [← hord, pow_orderOf_eq_one, pow_zero]
  have hms : ∀ s : Multiset ℕ, (∀ m ∈ s, m % 4 = 2) →
      s.sum % 4 = (2 * Multiset.card s) % 4 := by
    intro s
    induction s using Multiset.induction_on with
    | empty => simp
    | cons m s ih =>
      intro h
      have h1 := h m (Multiset.mem_cons_self m s)
      have h2 := ih (fun x hx => h x (Multiset.mem_cons_of_mem hx))
      rw [Multiset.sum_cons, Multiset.card_cons]
      omega
  have hsupp : σ.support = Finset.univ := by
    ext i
    simp only [Equiv.Perm.mem_support, Finset.mem_univ, iff_true]
    exact fun e => (hσ i).ne (by rw [e])
  have hsum : σ.cycleType.sum = 2 * k := by
    rw [Equiv.Perm.sum_cycleType, hsupp]
    simp [two_mul]
  have h := hms _ hmod
  rw [Equiv.Perm.sign_of_cycleType]
  obtain ⟨t, ht⟩ : ∃ t, σ.cycleType.sum + Multiset.card σ.cycleType = k + 2 * t :=
    ⟨(σ.cycleType.sum + Multiset.card σ.cycleType - k) / 2, by omega⟩
  rw [ht, pow_add, pow_mul]
  simp

end SignEq
```

The compiler's answer:

```
Main.lean:83:67: error: Invalid projection: Projections extract constructor fields for one-constructor inductive types. The expression
  Finset.mem_val
has type
  (?m.109 ∈ Finset.val ?m.110) = (?m.109 ∈ ?m.110)
which has no fields.
```

The mended proof, as a diff:

```diff
@@ -81,5 +81,6 @@
     rw [Equiv.Perm.cycleType_def, Multiset.mem_map] at hm
     obtain ⟨c, hc, rfl⟩ := hm
-    obtain ⟨hcyc, hcσ⟩ := Equiv.Perm.mem_cycleFactorsFinset_iff.1 (Finset.mem_val.1 hc)
+    have hc' : c ∈ σ.cycleFactorsFinset := Eq.mp Finset.mem_val hc
+    obtain ⟨hcyc, hcσ⟩ := Equiv.Perm.mem_cycleFactorsFinset_iff.1 hc'
     obtain ⟨x, hx, -⟩ := id hcyc
     have hord := hcyc.orderOf
```

What went wrong. At this point `hc` says that the cycle `c` belongs to the multiset underlying `σ.cycleFactorsFinset`, while `Equiv.Perm.mem_cycleFactorsFinset_iff.1` needs membership in the finset itself. The attempt converts one into the other with `Finset.mem_val.1 hc`, which would work if `Finset.mem_val` were an "if and only if", whose `.1` is the forward implication. The message shows that it is instead an equality between two propositions, `(a ∈ s.val) = (a ∈ s)` in effect. An equality has no fields, so `.1` has nothing to extract and Lean rejects the projection.

The repair uses `Eq.mp`, which turns a proof of the left side of such an equality into a proof of the right side. Applied to `Finset.mem_val` and `hc`, it gives the finset membership, which is then passed to `Equiv.Perm.mem_cycleFactorsFinset_iff.1` as before. Putting this step on its own line as `hc'`, with its type written out, makes the conversion explicit; the mathematical argument is unchanged.
